# Finite Hermite Gaussian expansions with a common exponent can be moved to one centre

An electron density built from products of Gaussian basis functions arrives as many short Hermite expansions, each about its own product centre. Their coefficients can't simply be added: a coefficient belonging to centre $P$, used unchanged at centre $C$, describes a charge displaced by $C-P$. Once expansions with the same exponent are written about one centre, coefficients of equal order can be added.

The rule below brings finitely many expansions to one chosen centre when they share an exponent. It is stated along one Cartesian axis and at each fixed field point $x$.

```lean
import Mathlib

open Finset

namespace HermiteRecentring

noncomputable section
```

## Hermite Gaussians as functions of their centre

For exponent $p$, field point $x$ and centre $P$, let

$$\Lambda_t(P)=\frac{\partial^t}{\partial P^t}\,e^{-p(x-P)^2},\qquad t=0,1,2,\dots$$

Textbooks usually display $x$ as the variable. Here $x$ is fixed and the centre varies, so `hermiteGaussian p x t P` is $\Lambda_t(P)$. No normalisation factor is included. A physical charge distribution has $p>0$, but the results hold for every real $p$.

```lean
/-- The Hermite Gaussian of order `t` at the field point `x`: the `t`-th derivative of
`exp (-p (x - P)^2)` with respect to the centre `P`. -/
def hermiteGaussian (p x : ℝ) (t : ℕ) (P : ℝ) : ℝ :=
  iteratedDeriv t (fun A : ℝ => Real.exp (-p * (x - A) ^ 2)) P
```

The argument also needs the same Gaussian with a complex centre $z$, $G(z)=e^{-p(x-z)^2}$, while $p$ and $x$ stay real.

```lean
/-- The Gaussian `exp (-p (x - z)^2)` with a complex centre `z`. -/
def complexGaussian (p x : ℝ) (z : ℂ) : ℂ :=
  Complex.exp (-(p : ℂ) * ((x : ℂ) - z) ^ 2)
```

Let $E_t$ be the coefficients about an old centre, and let $h$ be the old centre minus the new one. The proposed new coefficients are

$$F_m=\sum_{t+k=m}E_t\,\frac{h^k}{k!}.$$

Thus $F_0=E_0$, $F_1=E_1+hE_0$ and $F_2=E_2+hE_1+\tfrac12h^2E_0$. In Lean, `antidiagonal m` is the finite set of pairs $(t,k)$ with $t+k=m$.

```lean
/-- The rule that moves Hermite coefficients `E` to a new centre, where `h` is the old centre
minus the new one: the new coefficient of order `m` is the sum of `E t * h ^ k / k!` over
`t + k = m`. -/
def recentre (h : ℝ) (E : ℕ → ℝ) (m : ℕ) : ℝ :=
  ∑ tk ∈ antidiagonal m, E tk.1 * (h ^ tk.2 / (tk.2.factorial : ℝ))
```

## The translation series

The Gaussian is smooth in its centre, so each $\Lambda_t$ can be differentiated once more, and by definition

$$\frac{d\Lambda_t}{dP}=\Lambda_{t+1}.$$

The proof obtains the required smoothness from `fun_prop`.

```lean
/-- Differentiating a Hermite Gaussian with respect to its centre raises its order by one. -/
theorem hasDerivAt_hermiteGaussian (p x : ℝ) (t : ℕ) (P : ℝ) :
    HasDerivAt (hermiteGaussian p x t) (hermiteGaussian p x (t + 1) P) P := by
  have hC : ContDiff ℝ ((t + 1 : ℕ) : WithTop ℕ∞)
      (fun A : ℝ => Real.exp (-p * (x - A) ^ 2)) := by fun_prop
  have hd := hC.differentiable_iteratedDeriv t (by exact_mod_cast Nat.lt_succ_self t)
  unfold hermiteGaussian
  rw [iteratedDeriv_succ]
  exact (hd P).hasDerivAt
```

This suggests a Taylor series in the displacement. Real smoothness alone would not make that series converge to the function, but complex differentiability everywhere does. $G$ has this property, being the exponential of a polynomial in $z$.

```lean
/-- The Gaussian is an entire function of its complex centre. -/
theorem differentiable_complexGaussian (p x : ℝ) :
    Differentiable ℂ (complexGaussian p x) := by
  unfold complexGaussian
  fun_prop
```

The complex derivatives must agree with the real ones at real centres: $G^{(t)}(P)=\Lambda_t(P)$. For $t=0$ both sides are the same Gaussian. If the equality holds at order $t$ for every real $P$, differentiating both sides along the real line gives $G^{(t+1)}(P)=\Lambda_{t+1}(P)$. The Lean induction does the same: `h1` and `h2` are the two derivatives, and uniqueness of the derivative equates them.

```lean
/-- At a real centre, the complex derivatives of the Gaussian with respect to its centre are
the real Hermite Gaussians. -/
theorem iteratedDeriv_complexGaussian (p x : ℝ) (t : ℕ) (P : ℝ) :
    iteratedDeriv t (complexGaussian p x) (P : ℂ) = (hermiteGaussian p x t P : ℂ) := by
  induction t generalizing P with
  | zero => simp [hermiteGaussian, complexGaussian]
  | succ t ih =>
    have hC : ContDiff ℂ ((t + 1 : ℕ) : WithTop ℕ∞) (complexGaussian p x) :=
      (differentiable_complexGaussian p x).contDiff
    have hd := hC.differentiable_iteratedDeriv t (by exact_mod_cast Nat.lt_succ_self t)
    have hc : HasDerivAt (iteratedDeriv t (complexGaussian p x))
        (iteratedDeriv (t + 1) (complexGaussian p x) (P : ℂ)) (P : ℂ) := by
      rw [iteratedDeriv_succ]
      exact (hd _).hasDerivAt
    -- both derivatives describe the same function on the real line
    have h1 := hc.comp_ofReal
    have h2 := (hasDerivAt_hermiteGaussian p x t P).ofReal_comp
    rw [funext ih] at h1
    exact h1.unique h2
```

The function $G^{(t)}$ is also entire, and its $k$-th derivative is $G^{(t+k)}$. Its Taylor series about $P$, evaluated at $P+h$, therefore reads

$$\Lambda_t(P+h)=\sum_{k=0}^{\infty}\frac{h^k}{k!}\,\Lambda_{t+k}(P).$$

In this formula $P$ is the new centre and $P+h$ the old one, in keeping with the sign of $h$ above. `HasSum` says that the series converges to the stated value, and the separate `Summable` statement, with absolute values, gives absolute convergence. The proof takes the complex Taylor series, identifies its terms through `hit` and the preceding lemma, and takes real parts.

```lean
/-- Translation series: the sum over `k` of `h ^ k / k!` times the Hermite Gaussian of order
`t + k` at `P` converges absolutely to the Hermite Gaussian of order `t` at `P + h`. -/
theorem hermiteGaussian_translation (p x P h : ℝ) (t : ℕ) :
    Summable (fun k : ℕ => |h ^ k / (k.factorial : ℝ) * hermiteGaussian p x (t + k) P|) ∧
    HasSum (fun k : ℕ => h ^ k / (k.factorial : ℝ) * hermiteGaussian p x (t + k) P)
      (hermiteGaussian p x t (P + h)) := by
  have hC : ContDiff ℂ ((t + 1 : ℕ) : WithTop ℕ∞) (complexGaussian p x) :=
    (differentiable_complexGaussian p x).contDiff
  have hd := hC.differentiable_iteratedDeriv t (by exact_mod_cast Nat.lt_succ_self t)
  -- Taylor series of an entire function
  have h1 := Complex.hasSum_taylorSeries_of_entire hd (P : ℂ) ((P + h : ℝ) : ℂ)
  have hit : ∀ k : ℕ, iteratedDeriv k (iteratedDeriv t (complexGaussian p x))
      = iteratedDeriv (t + k) (complexGaussian p x) := by
    intro k
    rw [iteratedDeriv_eq_iterate, iteratedDeriv_eq_iterate, iteratedDeriv_eq_iterate,
      add_comm t k, Function.iterate_add_apply]
  have h2 : HasSum
      (fun k : ℕ => ((h ^ k / (k.factorial : ℝ) * hermiteGaussian p x (t + k) P : ℝ) : ℂ))
      ((hermiteGaussian p x t (P + h) : ℝ) : ℂ) := by
    rw [← iteratedDeriv_complexGaussian p x t (P + h)]
    have hf : (fun k : ℕ =>
        ((h ^ k / (k.factorial : ℝ) * hermiteGaussian p x (t + k) P : ℝ) : ℂ))
        = fun k : ℕ => (k.factorial : ℂ)⁻¹ • (((P + h : ℝ) : ℂ) - (P : ℂ)) ^ k •
          iteratedDeriv k (iteratedDeriv t (complexGaussian p x)) (P : ℂ) := by
      funext k
      rw [hit, iteratedDeriv_complexGaussian]
      push_cast
      simp only [smul_eq_mul, add_sub_cancel_left]
      ring
    rw [hf]
    exact h1
  -- return to the real line
  have h3 := Complex.reCLM.hasSum h2
  simp only [Complex.reCLM_apply, Complex.ofReal_re] at h3
  exact ⟨h3.summable.abs, h3⟩
```

## Collecting charges at a common centre

To move from $P$ to a chosen centre $C$, put $h=P-C$ and label the terms by their final order $m=t+k$:

$$\Lambda_t(P)=\sum_{m\ge t}\frac{(P-C)^{m-t}}{(m-t)!}\,\Lambda_m(C).$$

Lean sums over all $m$ and inserts zero when $m<t$. The map $k\mapsto t+k$ is injective and misses only those zero terms, so the sum is unchanged.

```lean
/-- The translation series from `P` to `C`, arranged by the order `m` of the Hermite Gaussian
at the new centre `C`; only orders `m ≥ t` occur. -/
theorem hermiteGaussian_about (p x P C : ℝ) (t : ℕ) :
    HasSum (fun m : ℕ => if t ≤ m then
        (P - C) ^ (m - t) / ((m - t).factorial : ℝ) * hermiteGaussian p x m C else 0)
      (hermiteGaussian p x t P) := by
  have h := (hermiteGaussian_translation p x C (P - C) t).2
  rw [add_sub_cancel] at h
  refine (Function.Injective.hasSum_iff (g := fun k : ℕ => t + k)
    (fun a b hab => Nat.add_left_cancel hab) ?_).1 ?_
  · intro m hm
    exact if_neg fun hle => hm ⟨m - t, Nat.add_sub_of_le hle⟩
  · convert h using 1
    funext k
    simp [Function.comp_apply]
```

Now take finitely many centres $P_i$ with coefficients $E_{i,t}$ that vanish for $t\ge N$. This is hypothesis `hE`. It reflects the fact that a product of two Gaussian basis functions of finite angular momentum contains only finitely many Hermite orders. Multiplying the last series by $E_{i,t}$ and adding the finitely many results gives

$$\sum_i\sum_{t<N}E_{i,t}\Lambda_t(P_i)=\sum_{m=0}^{\infty}F_m\Lambda_m(C),\qquad F_m=\sum_i\sum_{t+k=m}E_{i,t}\frac{(P_i-C)^k}{k!}.$$

In the proof, `hcoef` matches the two ways of writing the coefficient of order $m$, with `hE` removing the orders $t\ge N$. Then `hasSum_sum` adds the convergent series over orders and centres.

```lean
/-- Finitely many Hermite expansions of order below `N`, with a common exponent `p` and centres
`P i`, add up to a single absolutely convergent Hermite expansion about any centre `C`, whose
coefficients are the sums of the recentred ones. -/
theorem hermite_charges_common_centre {ι : Type*} [Fintype ι] (p x C : ℝ) (P : ι → ℝ)
    (E : ι → ℕ → ℝ) (N : ℕ) (hE : ∀ i t, N ≤ t → E i t = 0) :
    Summable (fun m : ℕ =>
      |(∑ i, recentre (P i - C) (E i) m) * hermiteGaussian p x m C|) ∧
    HasSum (fun m : ℕ => (∑ i, recentre (P i - C) (E i) m) * hermiteGaussian p x m C)
      (∑ i, ∑ t ∈ range N, E i t * hermiteGaussian p x t (P i)) := by
  -- collect the contributions to order `m` from each original order `t`
  have hcoef : ∀ i m, recentre (P i - C) (E i) m * hermiteGaussian p x m C
      = ∑ t ∈ range N, E i t * (if t ≤ m then
        (P i - C) ^ (m - t) / ((m - t).factorial : ℝ) * hermiteGaussian p x m C else 0) := by
    intro i m
    unfold recentre
    rw [Finset.Nat.sum_antidiagonal_eq_sum_range_succ_mk, Finset.sum_mul]
    simp only [mul_ite, mul_zero]
    rw [← Finset.sum_filter]
    symm
    refine Eq.trans (Finset.sum_subset (s₂ := range (m + 1)) ?_ ?_) ?_
    · intro t ht
      simp only [mem_filter, mem_range] at ht ⊢
      omega
    · intro t ht hn
      simp only [mem_filter, mem_range] at ht hn
      have hN : N ≤ t := by omega
      rw [hE i t hN, zero_mul]
    · exact Finset.sum_congr rfl fun t _ => by ring
  have hs := hasSum_sum (s := (Finset.univ : Finset ι)) fun i _ =>
    hasSum_sum (s := range N) fun t _ =>
      (hermiteGaussian_about p x (P i) C t).mul_left (E i t)
  have hmain : HasSum
      (fun m : ℕ => (∑ i, recentre (P i - C) (E i) m) * hermiteGaussian p x m C)
      (∑ i, ∑ t ∈ range N, E i t * hermiteGaussian p x t (P i)) := by
    have hf : (fun m : ℕ => (∑ i, recentre (P i - C) (E i) m) * hermiteGaussian p x m C)
        = fun m : ℕ => ∑ i, ∑ t ∈ range N, E i t * (if t ≤ m then
          (P i - C) ^ (m - t) / ((m - t).factorial : ℝ) * hermiteGaussian p x m C else 0) := by
      funext m
      rw [Finset.sum_mul]
      exact Finset.sum_congr rfl fun i _ => hcoef i m
    rw [hf]
    exact hs
  exact ⟨hmain.summable.abs, hmain⟩
```

In electronic-structure work, this allows Hermite charges with one common exponent $p$ to be gathered at a single point, one Cartesian direction at a time. The new expansion is generally infinite even though the old ones are finite, and the theorem gives no error bound for a truncated series. A Coulomb integral runs over three-dimensional space, so using the expansion there term by term also means combining the series for the three directions and justifying their exchange with the integration; convergence at each fixed $x$ does not supply that exchange.

## Successive moves and the way back

The coefficient rule is a product of power series in a formal variable $X$:

$$\sum_m F_mX^m=\Big(\sum_t E_tX^t\Big)e^{hX}.$$

Comparing coefficients of $X^m$ recovers the definition of $F_m$. This is algebra, with no convergence involved, so it holds for any coefficient sequence, finite or not. In Lean, `PowerSeries.rescale h (PowerSeries.exp ℝ)` is $e^{hX}$.

```lean
/-- In terms of generating series, recentring by `h` is multiplication by the exponential
series in `h X`. -/
theorem mk_recentre (h : ℝ) (E : ℕ → ℝ) :
    PowerSeries.mk (recentre h E)
      = PowerSeries.mk E * PowerSeries.rescale h (PowerSeries.exp ℝ) := by
  ext m
  simp [recentre, PowerSeries.coeff_mul, PowerSeries.coeff_rescale, PowerSeries.coeff_exp,
    div_eq_mul_inv]
```

Moving by $h$ and then by a second displacement $k$ multiplies the series by $e^{hX}e^{kX}=e^{(h+k)X}$. The result is a single move by $h+k$, so an intermediate centre leaves no trace in the final coefficients.

```lean
/-- Two successive moves of Hermite coefficients, by `h` and then by `k`, equal the single
move by `h + k`. -/
theorem recentre_recentre (h k : ℝ) (E : ℕ → ℝ) :
    recentre k (recentre h E) = recentre (h + k) E := by
  have hm : PowerSeries.mk (recentre k (recentre h E))
      = PowerSeries.mk (recentre (h + k) E) := by
    rw [mk_recentre k, mk_recentre h, mk_recentre (h + k), mul_assoc,
      PowerSeries.exp_mul_exp_eq_exp_add]
  funext m
  simpa only [PowerSeries.coeff_mk] using congrArg (PowerSeries.coeff m) hm
```

If the second displacement is $-h$, the total displacement is zero. In $\sum_{t+k=m}E_t\,0^k/k!$, where $k$ is again the summation index, only the term with $k=0$ survives, and it equals $E_m$. Moving the full coefficient sequence away and back therefore restores every coefficient; `Finset.sum_eq_single` selects the surviving pair $(m,0)$.

```lean
/-- Moving Hermite coefficients by `h` and then by `-h` restores every coefficient. -/
theorem recentre_neg_recentre (h : ℝ) (E : ℕ → ℝ) :
    recentre (-h) (recentre h E) = E := by
  rw [recentre_recentre, add_neg_cancel]
  funext m
  unfold recentre
  -- for a vanishing displacement only the term `k = 0` survives
  rw [Finset.sum_eq_single (m, 0)]
  · simp
  · intro b hb hne
    have hb' := mem_antidiagonal.1 hb
    have h0 : b.2 ≠ 0 := fun h0 => hne (Prod.ext (by show b.1 = m; omega) h0)
    rw [zero_pow h0, zero_div, mul_zero]
  · intro hn
    exact absurd (mem_antidiagonal.2 (Nat.add_zero m)) hn

end

end HermiteRecentring
```

```lean
#print axioms HermiteRecentring.hermite_charges_common_centre
#print axioms HermiteRecentring.recentre_neg_recentre
```

```
'HermiteRecentring.hermite_charges_common_centre' depends on axioms: [propext, Classical.choice, Quot.sound]
'HermiteRecentring.recentre_neg_recentre' depends on axioms: [propext, Classical.choice, Quot.sound]
```
